# With one electron of each spin, the Hubbard dimer has a spin-polarized Hartree–Fock solution exactly when $U>2t$

Start an unrestricted Hartree–Fock calculation on the half-filled Hubbard dimer with half an electron of each spin on each site, and it returns the same densities at every interaction strength. The loop converges, but convergence alone does not tell whether a polarized solution was missed or does not exist. For hopping $t>0$ and repulsion $U>0$, the question can be settled in closed form.

## From self-consistency to the threshold

Label the sites 0 and 1, and place one spin-up and one spin-down electron on them. Let the spin-up orbital be $(x,y)$ with real amplitudes, and let the spin-down orbital be its mirror image $(y,x)$. Each site then holds one electron in total, and the polarization $m=x^2-y^2$ fixes all the densities. A spin-up electron feels $U$ times the spin-down density, so its Fock matrix is

$$F(m)=\begin{pmatrix}U(1-m)/2&-t\\-t&U(1+m)/2\end{pmatrix}.$$

Let $e$ be the energy of the occupied orbital. Self-consistency requires $x^2+y^2=1$, $m=x^2-y^2$ and

$$\tfrac{U(1-m)}2x-ty=ex,\qquad -tx+\tfrac{U(1+m)}2y=ey,$$

with $e$ the lowest eigenvalue.

Multiply the second equation by $x$, the first by $y$, and subtract. The energy drops out:

$$Um\,xy=t(x^2-y^2)=tm.$$

If $m\neq0$, then $xy=t/U$. Normalization now gives

$$m^2=(x^2+y^2)^2-4x^2y^2=1-\frac{4t^2}{U^2}.$$

Since $m^2>0$, it follows that $U>2t$. The overlap of the two spin orbitals is $2xy=2t/U<1$. Multiplying the eigenvalue equations by $x$ and $y$ and adding them gives the energy:

$$e=\tfrac U2-\tfrac U2m^2-2t\,xy=\frac{2t^2}{U}-\frac{2t^2}{U}=0.$$

The secular determinant is

$$\det(\varepsilon-F)=\varepsilon^2-U\varepsilon+\tfrac{U^2(1-m^2)}4-t^2=\varepsilon(\varepsilon-U),$$

so the levels are $0$ and $U$.

Conversely, let $U>2t$ and choose either root $m$ of $m^2=1-4t^2/U^2$. Set $a=\sqrt{(1+m)/2}$ and $b=\sqrt{(1-m)/2}$. Then $a^2+b^2=1$, $a^2-b^2=m$ and $Uab=t$. The orbital $(a,b)$ has energy zero, because the two rows of $F(m)$ acting on it give $b(Uab-t)=0$ and $a(Uab-t)=0$. For any real trial vector $(p,q)$ the Fock expectation value is

$$Ub^2p^2-2tpq+Ua^2q^2=U(bp-aq)^2\ge0,$$

so zero is the lowest level.

## The model in Lean

```lean
import Mathlib

open Matrix

namespace HubbardDimerUHF

noncomputable section
```

The matrix is $F(m)$ as above, over the real numbers.

```lean
/-- The spin-up Fock matrix of the half-filled Hubbard dimer with hopping `t`, repulsion `U`
and site polarization `m`. -/
def fock (t U m : ℝ) : Matrix (Fin 2) (Fin 2) ℝ :=
  !![U * (1 - m) / 2, -t; -t, U * (1 + m) / 2]
```

An occupied orbital is a vector `v`, with `v 0` for $x$ and `v 1` for $y$. It must be normalized, be an eigenvector with energy `e`, and satisfy a variational bound that makes `e` the lowest level.

```lean
/-- `v` is a normalized eigenvector of `F` with energy `e`, and no normalized vector has a lower
energy expectation value. -/
def IsLowestOrbital (F : Matrix (Fin 2) (Fin 2) ℝ) (e : ℝ) (v : Fin 2 → ℝ) : Prop :=
  v ⬝ᵥ v = 1 ∧ F *ᵥ v = e • v ∧ ∀ w : Fin 2 → ℝ, e * (w ⬝ᵥ w) ≤ w ⬝ᵥ (F *ᵥ w)
```

Self-consistency adds the condition on $m$.

```lean
/-- Self-consistency: the lowest orbital of the Fock matrix reproduces the polarization `m`
from which the matrix was built. -/
def IsSCF (t U m e : ℝ) (v : Fin 2 → ℝ) : Prop :=
  IsLowestOrbital (fock t U m) e v ∧ m = v 0 ^ 2 - v 1 ^ 2
```

The spin-down orbital is defined by exchanging the sites, which builds the uniform total charge into the model. The overlap is the dot product of the two orbitals.

```lean
/-- The orbital with the two sites interchanged. -/
def mirror (v : Fin 2 → ℝ) : Fin 2 → ℝ := ![v 1, v 0]

/-- The overlap of the spin-up orbital with its mirror image, the spin-down orbital. -/
def spinOverlap (v : Fin 2 → ℝ) : ℝ := v ⬝ᵥ mirror v

/-- The overlap of the orbital `(x, y)` with its mirror image is `2xy`. -/
theorem spinOverlap_eq (v : Fin 2 → ℝ) : spinOverlap v = 2 * (v 0 * v 1) := by
  simp only [spinOverlap, mirror, dotProduct, Fin.sum_univ_two, Matrix.cons_val_zero,
    Matrix.cons_val_one, Matrix.cons_val_fin_one]
  ring
```

## Self-consistency in components

The next two results turn the matrix conditions into the scalar equations used above. In `isSCF_iff`, the variational bound becomes an inequality for all real `p` and `q`.

```lean
/-- The Fock matrix acting on an orbital, site by site. -/
theorem fock_mulVec (t U m : ℝ) (v : Fin 2 → ℝ) :
    fock t U m *ᵥ v =
      ![U * (1 - m) / 2 * v 0 - t * v 1, -t * v 0 + U * (1 + m) / 2 * v 1] := by
  ext i
  fin_cases i <;> simp [fock, Matrix.mulVec, dotProduct, Fin.sum_univ_two]
  ring

/-- Self-consistency written out in the two site amplitudes. -/
theorem isSCF_iff (t U m e : ℝ) (v : Fin 2 → ℝ) :
    IsSCF t U m e v ↔
      v 0 ^ 2 + v 1 ^ 2 = 1 ∧
      U * (1 - m) / 2 * v 0 - t * v 1 = e * v 0 ∧
      -t * v 0 + U * (1 + m) / 2 * v 1 = e * v 1 ∧
      (∀ p q : ℝ, e * (p ^ 2 + q ^ 2) ≤
        U * (1 - m) / 2 * p ^ 2 - 2 * t * p * q + U * (1 + m) / 2 * q ^ 2) ∧
      m = v 0 ^ 2 - v 1 ^ 2 := by
  constructor
  · rintro ⟨⟨hn, he, hmin⟩, hm⟩
    rw [fock_mulVec] at he
    simp only [dotProduct, Fin.sum_univ_two] at hn
    refine ⟨by linarith, congrFun he 0, congrFun he 1, fun p q => ?_, hm⟩
    have h := hmin ![p, q]
    rw [fock_mulVec] at h
    simp only [dotProduct, Fin.sum_univ_two, Matrix.cons_val_zero, Matrix.cons_val_one,
      Matrix.cons_val_fin_one] at h
    linarith
  · rintro ⟨hn, h0, h1, hmin, hm⟩
    refine ⟨⟨?_, ?_, fun w => ?_⟩, hm⟩
    · simp only [dotProduct, Fin.sum_univ_two]
      linarith
    · rw [fock_mulVec]
      ext i
      fin_cases i
      · exact h0
      · exact h1
    · have h := hmin (w 0) (w 1)
      rw [fock_mulVec]
      simp only [dotProduct, Fin.sum_univ_two, Matrix.cons_val_zero, Matrix.cons_val_one,
        Matrix.cons_val_fin_one]
      linarith
```

The spin-down electron sees the spin-up density, so its Fock matrix is $F(-m)$. The following theorem confirms that the mirrored orbital solves that problem at the same energy. Its proof exchanges the two eigenvalue equations, and `p` with `q` in the bound.

```lean
/-- Interchanging the sites turns a self-consistent solution with polarization `m` into one
with polarization `-m` and the same orbital energy. -/
theorem IsSCF.mirror {t U m e : ℝ} {v : Fin 2 → ℝ} (h : IsSCF t U m e v) :
    IsSCF t U (-m) e (mirror v) := by
  obtain ⟨hn, h0, h1, hmin, hm⟩ := (isSCF_iff t U m e v).1 h
  rw [isSCF_iff]
  simp only [HubbardDimerUHF.mirror, Matrix.cons_val_zero, Matrix.cons_val_one,
    Matrix.cons_val_fin_one]
  exact ⟨by linarith, by linarith, by linarith, fun p q => by linarith [hmin q p],
    by linarith⟩
```

## The unpolarized solution

At $m=0$ the eigenvalue equations give $e=U/2-2t\,xy$. Testing the bound with the vector $(1,1)$ yields $2xy\ge1$, while $(x-y)^2\ge0$ yields $2xy\le1$. The overlap is therefore one and the level is $U/2-t$. The bound matters here: without it the antibonding orbital, with overlap $-1$, would also qualify.

```lean
/-- In an unpolarized self-consistent solution the occupied level is `U/2 - t` and the
spin-up and spin-down orbitals have overlap one. -/
theorem unpolarized_solution {t U e : ℝ} {v : Fin 2 → ℝ} (ht : 0 < t)
    (h : IsSCF t U 0 e v) : e = U / 2 - t ∧ spinOverlap v = 1 := by
  obtain ⟨hn, h0, h1, hmin, -⟩ := (isSCF_iff t U 0 e v).1 h
  have he : e = U / 2 - 2 * t * (v 0 * v 1) := by
    linear_combination -(v 0) * h0 - v 1 * h1 - e * hn + U / 2 * hn
  -- comparison with the bonding combination (1, 1)
  have hb := hmin 1 1
  have hlow : 1 ≤ 2 * (v 0 * v 1) :=
    le_of_mul_le_mul_left (by linarith : t * 1 ≤ t * (2 * (v 0 * v 1))) ht
  have hup : 2 * (v 0 * v 1) ≤ 1 := by nlinarith [sq_nonneg (v 0 - v 1)]
  have hone : 2 * (v 0 * v 1) = 1 := le_antisymm hup hlow
  exact ⟨by linear_combination he - t * hone, by rw [spinOverlap_eq, hone]⟩
```

## The polarized solutions

The converse comes first. The proof replaces the square roots by `a` and `b`, keeping their squares and signs. It obtains `hov`, the relation $Uab=t$, by comparing squares of nonnegative numbers, and `key` is the perfect square. The theorem also admits $t=0$, where each electron sits on one site.

```lean
/-- For each `m` with `m² = 1 - 4t²/U²`, the orbital with amplitudes `√((1 ± m)/2)` is a
self-consistent solution with orbital energy zero. -/
theorem polarized_orbital {t U m : ℝ} (ht : 0 ≤ t) (hU : 0 < U)
    (hm : m ^ 2 = 1 - 4 * t ^ 2 / U ^ 2) :
    IsSCF t U m 0 ![√((1 + m) / 2), √((1 - m) / 2)] := by
  have hsq : U ^ 2 * m ^ 2 = U ^ 2 - 4 * t ^ 2 := by
    rw [hm]
    field_simp
  have hle : m ^ 2 ≤ 1 := by
    have : 0 ≤ 4 * t ^ 2 / U ^ 2 := by positivity
    linarith
  have ha : √((1 + m) / 2) ^ 2 = (1 + m) / 2 := Real.sq_sqrt (by nlinarith)
  have hb : √((1 - m) / 2) ^ 2 = (1 - m) / 2 := Real.sq_sqrt (by nlinarith)
  have ha0 := Real.sqrt_nonneg ((1 + m) / 2)
  have hb0 := Real.sqrt_nonneg ((1 - m) / 2)
  rw [isSCF_iff]
  simp only [Matrix.cons_val_zero, Matrix.cons_val_one, Matrix.cons_val_fin_one]
  generalize √((1 + m) / 2) = a at *
  generalize √((1 - m) / 2) = b at *
  have hov : U * (a * b) = t := by
    refine (sq_eq_sq₀ (by positivity) ht).1 ?_
    rw [mul_pow, mul_pow, ha, hb]
    linear_combination -(1 / 4) * hsq
  refine ⟨by rw [ha, hb]; ring, by linear_combination -U * a * hb + b * hov,
    by linear_combination -U * b * ha + a * hov, fun p q => ?_,
    by linear_combination hb - ha⟩
  -- the energy expectation value is a perfect square
  have key : U * (1 - m) / 2 * p ^ 2 - 2 * t * p * q + U * (1 + m) / 2 * q ^ 2
      = U * (b * p - a * q) ^ 2 := by
    linear_combination -U * p ^ 2 * hb - U * q ^ 2 * ha + 2 * p * q * hov
  rw [key, zero_mul]
  positivity
```

For the forward direction, `hov` eliminates the energy and cancels $m$, which uses $m\neq0$; the same hypothesis later makes $U^2m^2$ positive and so gives the strict inequality $U>2t$. Then `hsq` is the formula for $m^2$ multiplied by $U^2$, and `hUe` gives the zero level. The `linear_combination` calls list the multiples of the equations that were added by hand. The variational bound is discarded at the start: for $m\neq0$, the eigenvalue equations and self-consistency already select the level.

```lean
/-- Every polarized self-consistent solution has `U > 2t`, `m² = 1 - 4t²/U²`, occupied level
zero, secular determinant `ε(ε - U)`, and up-down overlap `2t/U`. -/
theorem polarized_solution {t U m e : ℝ} {v : Fin 2 → ℝ} (hU : 0 < U) (hm0 : m ≠ 0)
    (h : IsSCF t U m e v) :
    2 * t < U ∧ m ^ 2 = 1 - 4 * t ^ 2 / U ^ 2 ∧ e = 0 ∧
      (∀ ε : ℝ, (ε • (1 : Matrix (Fin 2) (Fin 2) ℝ) - fock t U m).det = ε * (ε - U)) ∧
      spinOverlap v = 2 * t / U := by
  obtain ⟨hn, h0, h1, -, hm⟩ := (isSCF_iff t U m e v).1 h
  -- eliminating the energy fixes the product of the amplitudes
  have hov : U * (v 0 * v 1) = t := by
    apply mul_left_cancel₀ hm0
    linear_combination -(v 1) * h0 + v 0 * h1 - t * hm
  have hsq : U ^ 2 * m ^ 2 = U ^ 2 - 4 * t ^ 2 := by
    rw [hm, ← hov]
    linear_combination U ^ 2 * (v 0 ^ 2 + v 1 ^ 2 + 1) * hn
  have hUe : U * e = 0 := by
    linear_combination -U * (v 0 * h0 + v 1 * h1) - U * e * hn + U ^ 2 / 2 * hn
      + U ^ 2 * m / 2 * hm - (1 / 2) * hsq - 2 * t * hov
  have hU2 : U ^ 2 ≠ 0 := by positivity
  refine ⟨?_, ?_, (mul_eq_zero.1 hUe).resolve_left hU.ne', fun ε => ?_, ?_⟩
  · have hpos : 0 < U ^ 2 * m ^ 2 := by positivity
    exact lt_of_pow_lt_pow_left₀ 2 hU.le (by linarith [mul_pow 2 t 2])
  · have hq : m ^ 2 = (U ^ 2 - 4 * t ^ 2) / U ^ 2 := by
      rw [eq_div_iff hU2]
      linarith
    rw [hq, sub_div, div_self hU2]
  · rw [Matrix.det_fin_two]
    simp [fock]
    linear_combination -(1 / 4) * hsq
  · rw [spinOverlap_eq, eq_div_iff hU.ne']
    linear_combination 2 * hov
```

The final theorem joins both directions. For existence it takes the positive root for $m$ and supplies the explicit orbital; for the overlap it adds the strict bounds $0<2xy<1$.

```lean
/-- A polarized self-consistent solution exists exactly when `U > 2t`; each one has
`m² = 1 - 4t²/U²`, occupied level zero, secular determinant `ε(ε - U)`, and an up-down
overlap `2t/U` that lies strictly between zero and one. -/
theorem symmetry_breaking {t U : ℝ} (ht : 0 < t) (hU : 0 < U) :
    ((∃ m e : ℝ, ∃ v : Fin 2 → ℝ, m ≠ 0 ∧ IsSCF t U m e v) ↔ 2 * t < U) ∧
    ∀ (m e : ℝ) (v : Fin 2 → ℝ), m ≠ 0 → IsSCF t U m e v →
      m ^ 2 = 1 - 4 * t ^ 2 / U ^ 2 ∧ e = 0 ∧
      (∀ ε : ℝ, (ε • (1 : Matrix (Fin 2) (Fin 2) ℝ) - fock t U m).det = ε * (ε - U)) ∧
      spinOverlap v = 2 * t / U ∧ 0 < spinOverlap v ∧ spinOverlap v < 1 := by
  refine ⟨⟨?_, fun h => ?_⟩, fun m e v hm0 h => ?_⟩
  · rintro ⟨m, e, v, hm0, h⟩
    exact (polarized_solution hU hm0 h).1
  · have hpos : 0 < 1 - 4 * t ^ 2 / U ^ 2 := by
      rw [sub_pos, div_lt_one (by positivity)]
      nlinarith
    exact ⟨√(1 - 4 * t ^ 2 / U ^ 2), 0, _, (Real.sqrt_pos.2 hpos).ne',
      polarized_orbital ht.le hU (Real.sq_sqrt hpos.le)⟩
  · obtain ⟨hlt, hm, he, hdet, hov⟩ := polarized_solution hU hm0 h
    refine ⟨hm, he, hdet, hov, ?_, ?_⟩
    · rw [hov]
      positivity
    · rw [hov, div_lt_one hU]
      exact hlt

end

end HubbardDimerUHF
```

```lean
#print axioms HubbardDimerUHF.unpolarized_solution
-- 'HubbardDimerUHF.unpolarized_solution' depends on axioms: [propext, Classical.choice, Quot.sound]
#print axioms HubbardDimerUHF.symmetry_breaking
-- 'HubbardDimerUHF.symmetry_breaking' depends on axioms: [propext, Classical.choice, Quot.sound]
```

The theorem concerns solutions of the mean-field equations and does not compare their total energies. The polarization is a product of the mean-field description: the exact ground state of this dimer is a singlet with no site polarization.

## Seeding the loop and reading its output

A program builds $F(m)$, diagonalizes it, and computes a new polarization from the lowest eigenvector. For the dimer, one such step is

$$m\;\mapsto\;\frac{Um}{\sqrt{U^2m^2+4t^2}}.$$

The value $m=0$ is returned unchanged, which is why a symmetric start stays symmetric. Near zero the step multiplies $m$ by $U/(2t)$, so a small seed grows when $U>2t$ and dies away when $U<2t$. The practical remedy is to start with extra spin-up density on one site and the same amount of extra spin-down density on the other.

The mirror form assumed for the spin-down orbital misses no solution. Write $f(m)$ for the step above, and let the two spins have independent polarizations $m_\uparrow$ and $m_\downarrow$, each electron in the lowest orbital of its own Fock matrix. Self-consistency then reads $m_\uparrow=-f(m_\downarrow)$ and $m_\downarrow=-f(m_\uparrow)$, so $m_\uparrow=f(f(m_\uparrow))$. Because $f$ is strictly increasing, this forces $f(m_\uparrow)=m_\uparrow$, and hence $m_\downarrow=-m_\uparrow$. This argument is not part of the Lean code.

The overlap appears in the output as spin contamination. For one electron of each spin, $\langle S^2\rangle=1-(2xy)^2$, which equals $m^2$ in the polarized solution. With $t=1$ and $U=4$, a run converged to the polarized solution should show levels $0$ and $4$, overlap $1/2$ and $\langle S^2\rangle=3/4$.

The choice of solution also affects a one-shot $GW$ calculation on this two-site model: the orbital-energy difference entering the polarizability is $U$ from the polarized start and $2t$ from the unpolarized one.
